# A smooth mass kink from −D to D carries Goldstone–Wilczek charge arctan(D/δ)/π, which tends to 1/2 as δ → 0⁺

**Q:** When I estimate the charge bound to a domain wall in a dimerised chain, I don't integrate over the wall. I take the dimerisation mass far to the left and far to the right, add the staggered on-site potential, and read the charge off two angles. What entitles me to ignore the shape of the wall?

**A:** The charge density you would integrate is a total derivative. Let m(x) be the mass that changes sign across the wall, running from −D to D with D > 0, and let δ > 0 be the constant mass that breaks chiral symmetry, in your chain the staggered potential. In units of the particle's charge, the Goldstone–Wilczek density is

ρ(x) = δ m′(x) / (2π(δ² + m(x)²)).

If m is continuously differentiable, the integral of ρ over [−R, R] tends to arctan(D/δ)/π as R → ∞, whatever m does in between. For non-interacting electrons of one spin species in a slowly varying continuum model, with the Fermi level in the gap, this is the wall charge to compare with a lattice calculation whose site charges have been averaged over the unit cell. When D and δ are both small compared with the bandwidth, the two agree approximately, up to the sign convention and an integer, which depends on which states bound to the wall are filled.

**Q:** Show me the derivation before any Lean.

**A:** Combine the two masses into the complex number δ + i m(x), and call its phase θ(x). Since δ > 0, this number lies in the right half-plane, so θ lies between −π/2 and π/2. Its tangent is m/δ, hence

θ(x) = arctan(m(x)/δ).

Differentiate with the chain rule:

θ′ = (m′/δ) / (1 + m²/δ²) = δ m′ / (δ² + m²).

So ρ = θ′/(2π), and the charge between a and b is

Q(a, b) = (θ(b) − θ(a)) / (2π).

Now set a = −R and b = R. As R grows, m(R) → D and m(−R) → −D. The arctangent is continuous and odd, so

Q(−R, R) → (arctan(D/δ) − arctan(−D/δ)) / (2π) = arctan(D/δ)/π.

Because D/δ is positive and finite, the arctangent lies strictly between 0 and π/2, and the charge strictly between 0 and 1/2. As δ decreases to 0, D/δ → ∞, the arctangent tends to π/2 and the charge to 1/2.

**Q:** Give me numbers.

**A:** Take m(x) = tanh x, so D = 1, and δ = 1. The total charge is arctan(1)/π = 1/4. The window [−1, 1] already holds arctan(0.7616)/π ≈ 0.207. With δ = 0.1 the total is arctan(10)/π ≈ 0.468, close to one half but below it.

**Q:** Now the formal version. My first suspicion is that the charge has been defined as an angle difference, so that the theorem says nothing.

**A:** The definitions rule that out. The density is written with the derivative of the profile, and the charge is its integral.

```lean
import Mathlib

open Filter
open scoped Real Topology

namespace GoldstoneWilczek

noncomputable section

/-- The Goldstone-Wilczek charge density of a differentiable mass profile `m` with constant
chiral-symmetry-breaking mass `δ`, at points where `δ` and `m x` are not both zero. -/
def chargeDensity (δ : ℝ) (m : ℝ → ℝ) (x : ℝ) : ℝ :=
  δ * deriv m x / (2 * π * (δ ^ 2 + m x ^ 2))

/-- The charge contained in the window from `a` to `b`: the integral of the charge density. -/
def charge (δ : ℝ) (m : ℝ → ℝ) (a b : ℝ) : ℝ :=
  ∫ x in a..b, chargeDensity δ m x
```

The angle is introduced separately, as the argument of a complex number:

```lean
/-- The chiral angle: the phase of the nonzero complex mass `δ + i μ`. -/
def chiralAngle (δ μ : ℝ) : ℝ := Complex.arg ⟨δ, μ⟩
```

Here `⟨δ, μ⟩` is the complex number with real part δ and imaginary part μ. The letter μ stands for a value of the mass, not for a chemical potential. Many texts put the kink mass on the real axis instead; their angle is π/2 minus this one, up to multiples of 2π, and its gradient has the opposite sign. Here `chargeDensity` fixes the sign of the formula; to compare it with a given chain, the signs of m and δ must be matched to the chain's bonds and sites.

**Q:** And where are the fermions?

**A:** They don't appear. Goldstone and Wilczek's result is about the charge that a filled Dirac sea acquires in a varying background; here their density is the starting point. The step you must supply is that the ground state of your chain has this density, to leading order in the gradient of m. For a fixed wall that approximation fails near the point where m crosses zero once δ is small, because the local gap closes there; the limits δ → 0⁺ below are limits of the formula. What is proved is everything from the density to the wall charge.

**Q:** Then connect the angle to the arctangent.

**A:** This is the first step of the derivation:

```lean
/-- For `δ > 0` the chiral angle is `arctan (μ / δ)`. -/
theorem chiralAngle_eq_arctan {δ : ℝ} (hδ : 0 < δ) (μ : ℝ) :
    chiralAngle δ μ = Real.arctan (μ / δ) := by
  have h : |Complex.arg ⟨δ, μ⟩| < π / 2 :=
    Complex.abs_arg_lt_pi_div_two_iff.2 (Or.inl hδ)
  rw [abs_lt] at h
  have h2 := Real.arctan_tan (by linarith [h.1]) h.2
  rw [Complex.tan_arg] at h2
  exact h2.symm
```

A positive real part puts the argument strictly between −π/2 and π/2. In that range the arctangent undoes the tangent, and `Complex.tan_arg` evaluates the tangent of the argument as μ/δ.

**Q:** And the total derivative?

**A:** `HasDerivAt` says that the function y ↦ θ(y)/(2π) has derivative `chargeDensity δ m x` at x, for every real x:

```lean
/-- For `δ > 0` and a continuously differentiable mass profile, the charge density is the
spatial derivative of the chiral angle divided by `2π`. -/
theorem hasDerivAt_chiralAngle {δ : ℝ} (hδ : 0 < δ) {m : ℝ → ℝ} (hm : ContDiff ℝ 1 m)
    (x : ℝ) :
    HasDerivAt (fun y => chiralAngle δ (m y) / (2 * π)) (chargeDensity δ m x) x := by
  have e : (fun y => chiralAngle δ (m y) / (2 * π))
      = fun y => Real.arctan (m y / δ) / (2 * π) := by
    funext y
    rw [chiralAngle_eq_arctan hδ]
  rw [e]
  have hd : HasDerivAt m (deriv m x) x :=
    (hm.differentiable (by norm_num) x).hasDerivAt
  refine (((hd.div_const δ).arctan).div_const (2 * π)).congr_deriv ?_
  -- clear the inner fraction before comparing the two expressions
  have h1 : 1 + (m x / δ) ^ 2 = (δ ^ 2 + m x ^ 2) / δ ^ 2 := by field_simp
  have h2 : δ ^ 2 + m x ^ 2 ≠ 0 := by positivity
  have h3 : π ≠ 0 := Real.pi_ne_zero
  rw [h1, chargeDensity]
  field_simp
```

The proof replaces the angle by the arctangent and applies the chain rule. What remains is the algebra we did above: 1 + (m/δ)² is rewritten as (δ² + m²)/δ², and `field_simp` clears the fractions. The hypothesis `ContDiff ℝ 1 m` says that m is differentiable with continuous derivative.

**Q:** So far only differentiability was used. Where does the continuity of m′ come in?

**A:** In the integration. It makes the density continuous, hence integrable on every finite interval, and the fundamental theorem of calculus applies:

```lean
/-- For `δ > 0` and a continuously differentiable mass profile, the charge in a finite window
is the change of the chiral angle across it, divided by `2π`. -/
theorem charge_eq_angle_change {δ : ℝ} (hδ : 0 < δ) {m : ℝ → ℝ} (hm : ContDiff ℝ 1 m)
    (a b : ℝ) :
    charge δ m a b = (chiralAngle δ (m b) - chiralAngle δ (m a)) / (2 * π) := by
  have hc : Continuous (chargeDensity δ m) := by
    have h0 := hm.continuous
    have h1 : Continuous (deriv m) := hm.continuous_deriv le_rfl
    refine Continuous.div (continuous_const.mul h1) (by fun_prop) (fun x => ?_)
    have := Real.pi_pos
    positivity
  rw [charge, intervalIntegral.integral_eq_sub_of_hasDerivAt
    (fun x _ => hasDerivAt_chiralAngle hδ hm x) (hc.intervalIntegrable a b)]
  ring
```

The denominator causes no trouble, since δ² + m² is at least δ² > 0.

**Q:** What if I feed in a perfectly sharp wall?

**A:** Then the formula breaks. Let m(x) = −D for x < 0 and m(x) = D for x ≥ 0. The derivative vanishes at every x ≠ 0, and a single point contributes nothing to an integral, so the formula gives 0 in every window, while arctan(D/δ)/π is positive. That is a failure of the formula and doesn't mean that a sharp wall in a real chain is neutral. This shows that being smooth away from one point is not enough if the profile may jump there. It does not show that the derivative must be continuous: a continuous ramp with two corners has the expected charge.

**Q:** How is "total charge" expressed? An integral over the whole line would need m′ to be absolutely integrable.

**A:** It is expressed as a limit over growing windows, so no such condition is needed. `Tendsto m atBot (𝓝 μ₁)` says that m(x) → μ₁ as x → −∞, and the version with `atTop` treats the right end. The asymptotic masses are arbitrary at this stage:

```lean
/-- For `δ > 0` and a continuously differentiable mass profile with asymptotic values `μ₁` on
the left and `μ₂` on the right, the total charge is the difference of the two asymptotic chiral
angles divided by `2π`. -/
theorem charge_tendsto {δ : ℝ} (hδ : 0 < δ) {m : ℝ → ℝ} (hm : ContDiff ℝ 1 m) {μ₁ μ₂ : ℝ}
    (h₁ : Tendsto m atBot (𝓝 μ₁)) (h₂ : Tendsto m atTop (𝓝 μ₂)) :
    Tendsto (fun R => charge δ m (-R) R) atTop
      (𝓝 ((chiralAngle δ μ₂ - chiralAngle δ μ₁) / (2 * π))) := by
  -- the chiral angle depends continuously on the mass
  have hcont : Continuous (chiralAngle δ) := by
    have e : chiralAngle δ = fun μ => Real.arctan (μ / δ) :=
      funext (chiralAngle_eq_arctan hδ)
    rw [e]
    exact Real.continuous_arctan.comp (continuous_id.div_const δ)
  have hr : Tendsto (fun R => chiralAngle δ (m R)) atTop (𝓝 (chiralAngle δ μ₂)) :=
    (hcont.tendsto μ₂).comp h₂
  have hl : Tendsto (fun R => chiralAngle δ (m (-R))) atTop (𝓝 (chiralAngle δ μ₁)) :=
    (hcont.tendsto μ₁).comp (h₁.comp tendsto_neg_atTop_atBot)
  exact ((hr.sub hl).div_const (2 * π)).congr
    (fun R => (charge_eq_angle_change hδ hm (-R) R).symm)
```

First the angle is shown to be continuous in the mass. Composing with the two limits of m gives the limits of the end angles; on the left, the composition uses −R → −∞. Subtracting and dividing by 2π gives the limit, and the finite-window formula turns the angle difference back into the charge. Only μ₁, μ₂ and δ enter the answer, which is what your shortcut relies on.

**Q:** I also want the limit of vanishing staggered potential, where the half charge is supposed to appear.

**A:** It needs one fact about the arctangent:

```lean
/-- For a fixed mass `μ > 0`, the angle `arctan (μ / δ)` tends to `π / 2` as `δ` decreases
to zero. -/
theorem arctan_tendsto_half_pi {μ : ℝ} (hμ : 0 < μ) :
    Tendsto (fun δ : ℝ => Real.arctan (μ / δ)) (𝓝[>] 0) (𝓝 (π / 2)) := by
  have h : Tendsto (fun δ : ℝ => μ / δ) (𝓝[>] 0) atTop := by
    simp only [div_eq_mul_inv]
    exact tendsto_inv_nhdsGT_zero.const_mul_atTop hμ
  exact (Real.tendsto_arctan_atTop.mono_right nhdsWithin_le_nhds).comp h
```

The filter `𝓝[>] 0` means that δ approaches 0 through positive values. The proof writes μ/δ as μ times δ⁻¹, which grows without bound, and composes with the limit of the arctangent at infinity. Now the kink itself:

```lean
/-- **Goldstone-Wilczek charge of a kink.** Let a continuously differentiable mass profile run
from `-D` to `D` with `D > 0`. For every `δ > 0` its total charge is `arctan (D / δ) / π`,
strictly between `0` and `1/2`, and this value tends to `1/2` as `δ` decreases to zero. -/
theorem kink_charge {m : ℝ → ℝ} (hm : ContDiff ℝ 1 m) {D : ℝ} (hD : 0 < D)
    (h₁ : Tendsto m atBot (𝓝 (-D))) (h₂ : Tendsto m atTop (𝓝 D)) :
    (∀ δ : ℝ, 0 < δ →
      Tendsto (fun R => charge δ m (-R) R) atTop (𝓝 (Real.arctan (D / δ) / π)) ∧
      0 < Real.arctan (D / δ) / π ∧ Real.arctan (D / δ) / π < 1 / 2) ∧
    Tendsto (fun δ : ℝ => Real.arctan (D / δ) / π) (𝓝[>] 0) (𝓝 (1 / 2)) := by
  refine ⟨fun δ hδ => ⟨?_, ?_, ?_⟩, ?_⟩
  · -- the two asymptotic angles are opposite
    have h := charge_tendsto hδ hm h₁ h₂
    rwa [chiralAngle_eq_arctan hδ D, chiralAngle_eq_arctan hδ (-D), neg_div,
      Real.arctan_neg, sub_neg_eq_add, ← two_mul,
      mul_div_mul_left _ _ (two_ne_zero : (2 : ℝ) ≠ 0)] at h
  · exact div_pos (Real.arctan_pos.2 (div_pos hD hδ)) Real.pi_pos
  · rw [div_lt_iff₀ Real.pi_pos]
    linarith [Real.arctan_lt_pi_div_two (D / δ)]
  · have h := (arctan_tendsto_half_pi hD).div_const π
    have e : π / 2 / π = 1 / 2 := by
      have := Real.pi_ne_zero
      field_simp
    rwa [e] at h
```

**Q:** Read me the statement in words, with the order of the limits.

**A:** Given a continuously differentiable m with limits −D and D, where D > 0, two things hold. First, for each fixed δ > 0, the charge in [−R, R] tends to arctan(D/δ)/π as R → ∞, and this number lies strictly between 0 and 1/2. Second, the number tends to 1/2 as δ → 0⁺. So the window grows first and δ shrinks afterwards.

The proof has four parts to match. The limit comes from the general theorem with μ₁ = −D and μ₂ = D: oddness turns the difference of angles into twice arctan(D/δ), and the factor 2 cancels. The lower bound is positivity of the arctangent, the upper bound is arctan < π/2, and the last part divides the preceding lemma by π.

**Q:** Why not simply put δ = 0?

**A:** Because the density then vanishes wherever m ≠ 0, and at a zero of m it is the undefined 0/0. The half charge is a limit, not a value of this formula at δ = 0. For a wall with a single crossing, the density given by the formula concentrates near that crossing as δ shrinks, while its integral approaches 1/2.

**Q:** In a simulation I have a finite cell. I can't send R to infinity first.

**A:** The formula also has a limit in a fixed window. If the mass is negative at a and positive at b, the integral of the density between them tends to one half as δ → 0⁺. This is a statement about the formula, not a recipe for the simulation: at small δ the true charge is spread over the width of the state bound to the wall, and a window holds nearly half a charge only if it contains nearly all of that state.

```lean
/-- If a continuously differentiable mass profile is negative at `a` and positive at `b`, the
charge in the window from `a` to `b` tends to `1/2` as `δ` decreases to zero. -/
theorem window_charge_half {m : ℝ → ℝ} (hm : ContDiff ℝ 1 m) {a b : ℝ}
    (ha : m a < 0) (hb : 0 < m b) :
    Tendsto (fun δ => charge δ m a b) (𝓝[>] 0) (𝓝 (1 / 2)) := by
  have h := ((arctan_tendsto_half_pi hb).add
    (arctan_tendsto_half_pi (neg_pos.2 ha))).div_const (2 * π)
  have e : (π / 2 + π / 2) / (2 * π) = 1 / 2 := by
    have := Real.pi_ne_zero
    rw [add_halves]
    field_simp
  rw [e] at h
  refine h.congr' ?_
  filter_upwards [self_mem_nhdsWithin] with δ hδ
  have hδ' : 0 < δ := hδ
  rw [charge_eq_angle_change hδ' hm, chiralAngle_eq_arctan hδ' (m b),
    chiralAngle_eq_arctan hδ' (m a), neg_div, Real.arctan_neg]
  ring
```

By hand, the finite-window formula gives

Q(a, b) = (arctan(m(b)/δ) + arctan(−m(a)/δ)) / (2π).

Both m(b) and −m(a) are positive, so both arctangents tend to π/2, and the sum divided by 2π tends to 1/2. In Lean the limit is first proved for this expression. `filter_upwards` then restricts attention to δ > 0, where the expression equals the charge. The sizes of m(a) and m(b) don't matter, and neither does the number of times m crosses zero in between.

**Q:** Is a kink really needed, or would any bump in the mass collect charge?

**A:** A bump that returns to the same sign collects nothing in the limit:

```lean
/-- If a continuously differentiable mass profile is positive at both `a` and `b`, the charge
in the window from `a` to `b` tends to zero as `δ` decreases to zero. -/
theorem window_charge_zero {m : ℝ → ℝ} (hm : ContDiff ℝ 1 m) {a b : ℝ}
    (ha : 0 < m a) (hb : 0 < m b) :
    Tendsto (fun δ => charge δ m a b) (𝓝[>] 0) (𝓝 0) := by
  have h := ((arctan_tendsto_half_pi hb).sub (arctan_tendsto_half_pi ha)).div_const (2 * π)
  rw [sub_self, zero_div] at h
  refine h.congr' ?_
  filter_upwards [self_mem_nhdsWithin] with δ hδ
  have hδ' : 0 < δ := hδ
  rw [charge_eq_angle_change hδ' hm, chiralAngle_eq_arctan hδ' (m b),
    chiralAngle_eq_arctan hδ' (m a)]

end

end GoldstoneWilczek
```

The proof is the same with a minus sign: both arctangents tend to π/2 and their difference to 0. That includes a profile which dips below zero and comes back, as an antikink followed by a kink does. Their contributions cancel, so a cell containing both has to be cut between them before you can see either half charge.

**Q:** Must a lie to the left of b?

**A:** No. The integral is oriented, so exchanging the endpoints changes its sign. In `window_charge_half`, the point with negative mass is always the starting point. If it lies on the right, you are integrating from right to left across an antikink, and the left-to-right charge tends to −1/2.

**Q:** Then my shortcut is sound as long as I trust the density.

**A:** Yes, for a smooth wall and a constant δ > 0. If the staggered potential also varies along the chain, the density acquires a term with δ′, and these theorems no longer apply as they stand.

```lean
#print axioms GoldstoneWilczek.kink_charge
-- 'GoldstoneWilczek.kink_charge' depends on axioms: [propext, Classical.choice, Quot.sound]
#print axioms GoldstoneWilczek.window_charge_half
-- 'GoldstoneWilczek.window_charge_half' depends on axioms: [propext, Classical.choice, Quot.sound]
#print axioms GoldstoneWilczek.window_charge_zero
-- 'GoldstoneWilczek.window_charge_zero' depends on axioms: [propext, Classical.choice, Quot.sound]
```
